# Weyl dimensions summed over all electron numbers and spins give $\binom{2K+1}{K}$

Let $K$ be the number of spatial orbitals. A sector of fixed electron number $N$ and total spin $S$ is labelled by two integers $0\le b\le a\le K$ with

$$N=a+b,\qquad 2S=a-b .$$

In the component of highest spin projection, $a$ electrons have spin up and $b$ have spin down. The Weyl dimension

$$W(K,a,b)=\frac{a-b+1}{K+1}\binom{K+1}{a+1}\binom{K+1}{b}$$

is the number of configuration state functions (CSFs) in the sector, where a multiplet counts once and not once for each of its $2S+1$ projections. Binomial coefficients vanish when the lower entry exceeds the upper one.

## From determinants to multiplets

The claim is

$$\sum_{a=0}^{K}\sum_{b=0}^{a}W(K,a,b)=\binom{2K+1}{K}.$$

**One sector.** Write $A=\binom{K+1}{a+1}$ and $B=\binom{K+1}{b+1}$. Absorption gives $(K+1)\binom Ka=(a+1)A$ and $(K+1)\binom Kb=(b+1)B$, and Pascal's rule gives $\binom K{a+1}=A-\binom Ka$ and $\binom K{b+1}=B-\binom Kb$. Therefore

$$\binom Ka\binom K{b+1}-\binom K{a+1}\binom Kb=\binom KaB-A\binom Kb=\frac{(a-b)AB}{K+1}=W(K,a,b+1).$$

For no spin-down electrons, $W(K,a,0)=\frac{a+1}{K+1}\binom{K+1}{a+1}=\binom Ka$. In both cases the number of multiplets of spin $S$ is the number of determinants with projection $S$ minus the number with projection $S+1$, at the same electron number.

**One spin.** Let $d=2S$ and let $T_d$ be the number of determinants with $d$ more spin-up than spin-down electrons, over all electron numbers. By Vandermonde's convolution,

$$T_d=\sum_{b=0}^{K}\binom K{b+d}\binom Kb=\sum_{b=0}^{K}\binom K{b+d}\binom K{K-b}=\binom{2K}{K+d}.$$

Set $a=b+d$ and sum the one-sector identity over $b$. After a shift of index, the subtracted terms are $\binom K{b+d+2}\binom Kb$ with $0\le b\le K-1$. The missing term $b=K$ is zero, so

$$\sum_{b=0}^{K}W(K,b+d,b)=T_d-T_{d+2}.$$

**All spins.** The sum over $d$ telescopes within each parity:

$$\sum_{d=0}^{K}(T_d-T_{d+2})=T_0+T_1-T_{K+1}-T_{K+2}=\binom{2K}{K}+\binom{2K}{K+1}=\binom{2K+1}{K},$$

since $T_{K+1}=T_{K+2}=0$.

**Counting projections too.** With the weight $2S+1=d+1$, summation by parts gives

$$\sum_{d=0}^{K}(d+1)(T_d-T_{d+2})=\sum_{d=0}^{K}(T_d+T_{d+1})=\sum_{d=0}^{K}\binom{2K+1}{K+d+1}=4^K,$$

because the last sum is half of a row of Pascal's triangle with total $2^{2K+1}$. This is the Fock-space dimension: each orbital is empty, singly occupied in two ways, or doubly occupied.

**Smallest cases.** For $K=0$ only the vacuum remains, and both totals are 1. For $K=1$ the pairs $(a,b)=(0,0),(1,0),(1,1)$ each have $W=1$. They give $3=\binom31$ CSFs and, with degeneracies, $1+2+1=4$ states.

The two totals offer a check on a program that enumerates the complete set of CSFs of $K$ orbitals sector by sector; with a spin-free Hamiltonian, a full configuration interaction calculation in CSFs for one chosen $N$ and $S$ uses only one of these sectors.

## The counts in Lean

```lean
import Mathlib

open Finset

namespace WeylTotalCount
```

The Weyl dimension is defined as a rational number, so the division is exact and the difference $a-b$ is taken in `ℚ`.

```lean
/-- The Weyl dimension for `K` spatial orbitals, `a + b` electrons and twice the spin
equal to `a - b`. -/
def weylDim (K a b : ℕ) : ℚ :=
  ((a : ℚ) - b + 1) * (Nat.choose (K + 1) (a + 1) : ℚ) * (Nat.choose (K + 1) b : ℚ) / ((K : ℚ) + 1)
```

The formula enters as a definition. That it counts spin-adapted functions is a fact of representation theory which the physical reading takes as given; the file constructs neither CSFs nor a Fock space, and its theorems are identities between finite sums.

The first lemma combines absorption with Pascal's rule, as used above for $A$ and $B$.

```lean
/-- Absorption identity for the number of ways to place `a` electrons of one spin
in `K` orbitals. -/
theorem choose_absorb (K a : ℕ) :
    ((K : ℚ) + 1) * (K.choose a : ℚ) =
      ((a : ℚ) + 1) * ((K.choose a : ℚ) + (K.choose (a + 1) : ℚ)) := by
  have h := Nat.add_one_mul_choose_eq K a
  rw [Nat.choose_succ_succ' K a] at h
  have h' : ((K : ℚ) + 1) * (K.choose a : ℚ) =
      ((K.choose a : ℚ) + (K.choose (a + 1) : ℚ)) * ((a : ℚ) + 1) := by
    exact_mod_cast h
  linear_combination h'
```

The next theorem is $T_d=\binom{2K}{K+d}$. The sum is reflected by $b\mapsto K-b$, which exchanges occupied and empty spin-down orbitals. It is then extended by vanishing terms to the full range of Mathlib's Vandermonde identity, `Nat.add_choose_eq`.

```lean
/-- The products `C(K, b+d) * C(K, b)`, summed over `b` from `0` to `K`, give `C(2K, K+d)`. -/
theorem determinants_of_projection (K d : ℕ) :
    ∑ b ∈ range (K + 1), K.choose (b + d) * K.choose b = (2 * K).choose (K + d) := by
  calc ∑ b ∈ range (K + 1), K.choose (b + d) * K.choose b
      = ∑ k ∈ range (K + 1), K.choose k * K.choose (K + d - k) := by
        -- exchange occupied and empty spin-down orbitals
        refine (Finset.sum_range_reflect
          (fun b => K.choose (b + d) * K.choose b) (K + 1)).symm.trans ?_
        refine Finset.sum_congr rfl fun k hk => ?_
        have hk' : k ≤ K := by
          have := Finset.mem_range.mp hk
          omega
        have e1 : K + 1 - 1 - k = K - k := by omega
        have e2 : K - k + d = K + d - k := by omega
        simp only [e1, e2, Nat.choose_symm hk']
        exact mul_comm _ _
    _ = ∑ k ∈ range (K + d + 1), K.choose k * K.choose (K + d - k) := by
        apply Finset.sum_subset
        · intro k hk
          simp only [Finset.mem_range] at *
          omega
        · intro k _ hk
          have hlt : K < k := by
            simp only [Finset.mem_range] at hk
            omega
          rw [Nat.choose_eq_zero_of_lt hlt, zero_mul]
    _ = (2 * K).choose (K + d) := by
        rw [two_mul, Nat.add_choose_eq]
        exact (Finset.Nat.sum_antidiagonal_eq_sum_range_succ
          (fun i j => K.choose i * K.choose j) (K + d)).symm
```

The count for one spin follows. Inside the proof, `step` is the one-sector identity for $W(K,a,b+1)$, and `linear_combination` obtains it from the absorption identities for $a$ and $b$. The statement `hsum` sums it by induction on the upper limit, with the case of no spin-down electrons as its base. The facts `v0` and `v2` then evaluate the two determinant sums, and `hz` removes the term $b=K$.

```lean
/-- The Weyl dimensions with twice the spin equal to `d`, summed over all electron numbers,
give `C(2K, K+d) - C(2K, K+d+2)`. -/
theorem csf_count_of_spin (K d : ℕ) :
    ∑ b ∈ range (K + 1), weylDim K (b + d) b =
      ((2 * K).choose (K + d) : ℚ) - ((2 * K).choose (K + (d + 2)) : ℚ) := by
  have hK : (K : ℚ) + 1 ≠ 0 := by positivity
  -- one multiplet count as a difference of determinant counts
  have step : ∀ a b : ℕ, weylDim K a (b + 1) =
      (K.choose a : ℚ) * K.choose (b + 1) - (K.choose (a + 1) : ℚ) * K.choose b := by
    intro a b
    have hx := choose_absorb K a
    have hy := choose_absorb K b
    rw [weylDim, div_eq_iff hK, Nat.choose_succ_succ' K a, Nat.choose_succ_succ' K b]
    push_cast
    linear_combination (-((K.choose b : ℚ) + K.choose (b + 1))) * hx
      + ((K.choose a : ℚ) + K.choose (a + 1)) * hy
  have hsum : ∀ n : ℕ, ∑ b ∈ range (n + 1), weylDim K (b + d) b =
      ∑ b ∈ range (n + 1), (K.choose (b + d) : ℚ) * K.choose b
        - ∑ b ∈ range n, (K.choose (b + (d + 2)) : ℚ) * K.choose b := by
    intro n
    induction n with
    | zero =>
      have h := choose_absorb K d
      simp only [zero_add, Finset.sum_range_one, Finset.sum_range_zero, sub_zero, weylDim,
        Nat.choose_zero_right, Nat.cast_one, mul_one, Nat.cast_zero,
        Nat.choose_succ_succ' K d, Nat.cast_add]
      rw [div_eq_iff hK]
      linear_combination -h
    | succ n ih =>
      rw [Finset.sum_range_succ (fun b => weylDim K (b + d) b) (n + 1), ih, step,
        Finset.sum_range_succ (fun b => (K.choose (b + d) : ℚ) * K.choose b) (n + 1),
        Finset.sum_range_succ (fun b => (K.choose (b + (d + 2)) : ℚ) * K.choose b) n,
        show n + 1 + d + 1 = n + (d + 2) by omega]
      ring
  have v0 : ∑ b ∈ range (K + 1), (K.choose (b + d) : ℚ) * K.choose b =
      ((2 * K).choose (K + d) : ℚ) := by
    exact_mod_cast determinants_of_projection K d
  have v2 : ∑ b ∈ range (K + 1), (K.choose (b + (d + 2)) : ℚ) * K.choose b =
      ((2 * K).choose (K + (d + 2)) : ℚ) := by
    exact_mod_cast determinants_of_projection K (d + 2)
  have hz : K.choose (K + (d + 2)) = 0 := Nat.choose_eq_zero_of_lt (by omega)
  rw [Finset.sum_range_succ, hz, Nat.cast_zero, zero_mul, add_zero] at v2
  rw [hsum K, v0, v2]
```

To pass from pairs $(a,b)$ to spins, the triangular sum is reordered with an arbitrary weight `w` depending on $2S$. The natural-number subtraction in `w (a - b)` is the ordinary one here, since $b\le a$ throughout. The order of summation is exchanged, $a$ is replaced by $b+d$, and the range of $d$ is extended to $K$; the added terms have $a>K$ and vanish.

```lean
/-- A sum of Weyl dimensions over all electron numbers and spins, weighted by any function
`w` of twice the spin, reduces to a single sum over spin. -/
theorem sum_over_spin (K : ℕ) (w : ℕ → ℚ) :
    ∑ a ∈ range (K + 1), ∑ b ∈ range (a + 1), w (a - b) * weylDim K a b =
      ∑ d ∈ range (K + 1), w d *
        (((2 * K).choose (K + d) : ℚ) - ((2 * K).choose (K + (d + 2)) : ℚ)) := by
  calc ∑ a ∈ range (K + 1), ∑ b ∈ range (a + 1), w (a - b) * weylDim K a b
      = ∑ b ∈ range (K + 1), ∑ a ∈ Ico b (K + 1), w (a - b) * weylDim K a b :=
        Finset.sum_comm' (by
          intro a b
          simp only [Finset.mem_range, Finset.mem_Ico]
          omega)
    _ = ∑ b ∈ range (K + 1), ∑ d ∈ range (K + 1), w d * weylDim K (b + d) b := by
        refine Finset.sum_congr rfl fun b _ => ?_
        rw [Finset.sum_Ico_eq_sum_range]
        simp only [Nat.add_sub_cancel_left]
        apply Finset.sum_subset
        · intro d hd
          simp only [Finset.mem_range] at *
          omega
        · -- the Weyl dimension vanishes when `a` exceeds the number of orbitals
          intro d _ hd
          have hlt : K + 1 < b + d + 1 := by
            simp only [Finset.mem_range] at hd
            omega
          rw [weylDim, Nat.choose_eq_zero_of_lt hlt]
          simp
    _ = _ := by
        rw [Finset.sum_comm]
        refine Finset.sum_congr rfl fun d _ => ?_
        rw [← Finset.mul_sum, csf_count_of_spin]
```

The main theorem holds for every natural number `K`. Its ranges `range (K + 1)` and `range (a + 1)` stand for $0\le a\le K$ and $0\le b\le a$, which cover every electron number from 0 to $2K$ and every spin allowed with it. The proof takes the weight 1. The auxiliary `tele` is the telescoping sum, `z1` and `z2` are $T_{K+1}=T_{K+2}=0$, and `p` is the final use of Pascal's rule.

```lean
/-- The Weyl dimensions of `K` spatial orbitals, summed over every electron number and every spin,
give `C(2K+1, K)`. -/
theorem total_csf_count (K : ℕ) :
    ∑ a ∈ range (K + 1), ∑ b ∈ range (a + 1), weylDim K a b =
      ((2 * K + 1).choose K : ℚ) := by
  have h := sum_over_spin K (fun _ => 1)
  simp only [one_mul] at h
  rw [h]
  -- neighbouring spins of the same parity cancel
  have tele : ∀ (T : ℕ → ℚ) (n : ℕ), ∑ d ∈ range n, (T d - T (d + 2)) =
      T 0 + T 1 - T n - T (n + 1) := by
    intro T n
    induction n with
    | zero => simp
    | succ n ih =>
      rw [Finset.sum_range_succ, ih, show n + 1 + 1 = n + 2 from rfl]
      ring
  refine (tele (fun d => ((2 * K).choose (K + d) : ℚ)) (K + 1)).trans ?_
  have z1 : (2 * K).choose (K + (K + 1)) = 0 := Nat.choose_eq_zero_of_lt (by omega)
  have z2 : (2 * K).choose (K + (K + 1 + 1)) = 0 := Nat.choose_eq_zero_of_lt (by omega)
  have p : (2 * K + 1).choose K = (2 * K).choose K + (2 * K).choose (K + 1) := by
    rw [← Nat.choose_symm_half K, Nat.choose_succ_succ']
  simp only [z1, z2, p, add_zero, Nat.cast_zero, sub_zero, Nat.cast_add]
```

The last theorem uses the weight $d+1$. Here `parts` is the summation by parts, with its boundary term removed by `z1` and `z2`, and `half` identifies the remaining sum with Mathlib's half-row sum `Nat.sum_range_choose_halfway`. The first step of the closing `calc` matches the rational factor $a-b+1$ to the natural-number difference in `sum_over_spin`.

```lean
/-- Weighting each Weyl dimension by its spin degeneracy `a - b + 1` and summing over every electron
number and spin gives `4^K`. -/
theorem fock_space_dimension (K : ℕ) :
    ∑ a ∈ range (K + 1), ∑ b ∈ range (a + 1), ((a : ℚ) - b + 1) * weylDim K a b =
      (4 : ℚ) ^ K := by
  -- summation by parts over the spin
  have parts : ∀ (T : ℕ → ℚ) (n : ℕ),
      ∑ d ∈ range n, ((d : ℚ) + 1) * (T d - T (d + 2)) =
        ∑ d ∈ range n, (T d + T (d + 1)) - n * (T n + T (n + 1)) := by
    intro T n
    induction n with
    | zero => simp
    | succ n ih =>
      rw [Finset.sum_range_succ, ih, Finset.sum_range_succ, show n + 1 + 1 = n + 2 from rfl]
      push_cast
      ring
  -- the remaining sum is half a row of Pascal's triangle
  have half : ∑ d ∈ range (K + 1),
      ((2 * K).choose (K + d) + (2 * K).choose (K + (d + 1))) = 4 ^ K := by
    rw [← Nat.sum_range_choose_halfway K,
      ← Finset.sum_range_reflect (fun i => (2 * K + 1).choose i) (K + 1)]
    refine Finset.sum_congr rfl fun d hd => ?_
    have hd' := Finset.mem_range.mp hd
    have e : K + 1 - 1 - d = 2 * K + 1 - (K + d + 1) := by omega
    have q : (2 * K + 1).choose (2 * K + 1 - (K + d + 1)) = (2 * K + 1).choose (K + d + 1) :=
      Nat.choose_symm (by omega)
    have p : (2 * K + 1).choose (K + d + 1) =
        (2 * K).choose (K + d) + (2 * K).choose (K + (d + 1)) := Nat.choose_succ_succ' _ _
    show _ = (2 * K + 1).choose (K + 1 - 1 - d)
    rw [e, q, p]
  have halfQ : ∑ d ∈ range (K + 1),
      (((2 * K).choose (K + d) : ℚ) + ((2 * K).choose (K + (d + 1)) : ℚ)) = 4 ^ K := by
    exact_mod_cast half
  have z1 : (2 * K).choose (K + (K + 1)) = 0 := Nat.choose_eq_zero_of_lt (by omega)
  have z2 : (2 * K).choose (K + (K + 1 + 1)) = 0 := Nat.choose_eq_zero_of_lt (by omega)
  calc ∑ a ∈ range (K + 1), ∑ b ∈ range (a + 1), ((a : ℚ) - b + 1) * weylDim K a b
      = ∑ a ∈ range (K + 1), ∑ b ∈ range (a + 1), (((a - b : ℕ) : ℚ) + 1) * weylDim K a b := by
        refine Finset.sum_congr rfl fun a _ => Finset.sum_congr rfl fun b hb => ?_
        have hb' : b ≤ a := Nat.lt_succ_iff.mp (Finset.mem_range.mp hb)
        rw [Nat.cast_sub hb']
    _ = _ := sum_over_spin K (fun d => (d : ℚ) + 1)
    _ = _ := parts (fun d => ((2 * K).choose (K + d) : ℚ)) (K + 1)
    _ = (4 : ℚ) ^ K := by
        simp only [z1, z2, Nat.cast_zero, add_zero, mul_zero, sub_zero]
        exact halfQ

end WeylTotalCount
```

```lean
#print axioms WeylTotalCount.sum_over_spin
#print axioms WeylTotalCount.total_csf_count
#print axioms WeylTotalCount.fock_space_dimension
```

```
'WeylTotalCount.sum_over_spin' depends on axioms: [propext, Classical.choice, Quot.sound]
'WeylTotalCount.total_csf_count' depends on axioms: [propext, Classical.choice, Quot.sound]
'WeylTotalCount.fock_space_dimension' depends on axioms: [propext, Classical.choice, Quot.sound]
```
